# The two-component Fierz identity: \(\sum_\mu(\sigma^\mu)_{ab}(\sigma_\mu)_{cd}=2\,\varepsilon_{ac}\varepsilon_{bd}\)

## Two entries of the sum

Let \(\sigma^0\) be the \(2\times2\) unit matrix and \(\sigma^1,\sigma^2,\sigma^3\) the Pauli matrices, with rows and columns numbered 0 and 1. Multiply the upper left entry of each \(\sigma^\mu\) by itself, and add the results with the Minkowski signs \((+,-,-,-)\). Only \(\sigma^0\) and \(\sigma^3\) have a nonzero entry there, so the sum is

\[
1\cdot1-1\cdot1=0 .
\]

Now multiply the upper left entry by the lower right one instead. The lower right entry of \(\sigma^3\) is \(-1\), and the sum becomes

\[
1\cdot1-1\cdot(-1)=2 .
\]

The two contributions cancel when the row indices agree and add when they differ. An antisymmetric symbol behaves in the same way, and one such symbol for the rows and one for the columns describe all sixteen entries.

## The identity for all indices

Write \(g_\mu=(1,-1,-1,-1)\) for the diagonal metric entries, and \(\sigma_\mu=g_\mu\sigma^\mu\), without summation, for the matrices with lowered index. Let \(\varepsilon\) be the antisymmetric symbol with \(\varepsilon_{01}=1\) and \(\varepsilon_{10}=-1\); in the numbering that starts at 1, this is \(\varepsilon_{12}=1\). Then, for all \(a,b,c,d\in\{0,1\}\),

\[
\sum_\mu(\sigma^\mu)_{ab}(\sigma_\mu)_{cd}=2\,\varepsilon_{ac}\,\varepsilon_{bd}.
\]

To derive it, set \(s_0=1\) and \(s_1=-1\). The diagonal matrices have entries \((\sigma^0)_{aa}=1\) and \((\sigma^3)_{aa}=s_a\). The off-diagonal ones have, for \(a\neq b\), \((\sigma^1)_{ab}=1\) and \((\sigma^2)_{ab}=-i\,s_a\). There are three cases.

- **\(a=b\) and \(c=d\).** Only \(\mu=0,3\) contribute, and the sum is \(1-s_as_c\). This is 0 for \(a=c\) and 2 for \(a\neq c\). The right side is \(2\varepsilon_{ac}^2\), which takes the same values.
- **\(a\neq b\) and \(c\neq d\).** Only \(\mu=1,2\) contribute, and the sum is \(-1-(-i s_a)(-i s_c)=-1+s_as_c\). This is 0 for \(a=c\) and \(-2\) for \(a\neq c\). On the right, \(a=c\) gives \(\varepsilon_{ac}=0\), while \(a\neq c\) forces \(c=b\) and \(d=a\), which gives \(2\varepsilon_{ab}\varepsilon_{ba}=-2\).
- **One pair equal, the other unequal.** No \(\sigma^\mu\) has both diagonal and off-diagonal entries, so the left side is 0. The right side is nonzero only if \(c\neq a\) and \(d\neq b\), and with two index values this would make both pairs equal or both unequal.

A companion identity uses \(\bar\sigma^\mu=(1,-\sigma^1,-\sigma^2,-\sigma^3)\) as the second factor:

\[
\sum_\mu g_\mu(\sigma^\mu)_{ab}(\bar\sigma^\mu)_{cd}=2\,\delta_{ad}\,\delta_{cb}.
\]

The spatial terms now enter with the opposite sign. The first case gives \(1+s_as_c\), which is 2 exactly when \(a=c\). The second gives \(1-s_as_c\), which is 2 exactly when \(a\neq c\), that is, when \(d=a\) and \(c=b\). The mixed case again gives 0 on both sides.

## Contraction with four spinors

Let \(u,v,w,z\) be spinors with two commuting complex components. Multiplying the first identity by \(u_av_bw_cz_d\) and summing over the spinor indices gives

\[
\sum_\mu g_\mu\,(u^T\sigma^\mu v)(w^T\sigma^\mu z)=2\,(u^T\varepsilon w)(v^T\varepsilon z),
\qquad u^T\varepsilon w=u_0w_1-u_1w_0 .
\]

Exchanging \(v\) and \(z\) leaves the first factor on the right alone and reverses the sign of the second. The product of bilinears therefore changes sign, which is the Fierz rearrangement for commuting spinors. For anticommuting field components, restoring the original order costs another minus sign, and the two products are then equal.

The name Fierz also belongs to the larger set of relations among scalar, vector, tensor, axial and pseudoscalar bilinears of four-component Dirac spinors. The identity here concerns the vector contraction of two-component spinors.

## Currents and their Minkowski product

In the usual convention, the current of a right-handed spinor \(\psi\) is \(J_\psi^\mu=\psi^\dagger\sigma^\mu\psi\); for a left-handed one, \(\bar\sigma^\mu\) takes the place of \(\sigma^\mu\). Putting \(u=\psi^*\), \(v=\psi\), \(w=\varphi^*\), \(z=\varphi\) into the contracted identity gives

\[
J_\psi\cdot J_\varphi=2\,(\psi^T\varepsilon\varphi)^*(\psi^T\varepsilon\varphi)=2\,|\psi^T\varepsilon\varphi|^2 .
\]

The product is real and never negative. For \(\varphi=\psi\) it vanishes by antisymmetry, so each current is null.

Suppose that \(\psi\neq0\) and the product is zero. Then \(\psi_0\varphi_1=\psi_1\varphi_0\). If \(\psi_0\neq0\), set \(c=\varphi_0/\psi_0\); the equation gives \(\varphi_1=c\,\psi_1\), so \(\varphi=c\,\psi\). If \(\psi_0=0\), then \(\psi_1\neq0\), the equation forces \(\varphi_0=0\), and \(c=\varphi_1/\psi_1\) does the same. Conversely, \(\psi^T\varepsilon(c\psi)=c\,\psi^T\varepsilon\psi=0\). The condition \(\psi\neq0\) is needed because a zero spinor has zero current, which is orthogonal to everything, while its only multiple is zero.

## Spinor products in amplitudes and in code

For commuting two-component spinor amplitudes, the contracted identity turns a four-fermion contact term with two vector currents of the same chirality, as in the low-energy description of muon decay, into twice a product of two spinor products. If both currents are written with \(\bar\sigma^\mu\), the result is the same, because the spatial signs occur twice.

Amplitude code can use the current formula for massless momenta. For \(p=(E,p_x,p_y,p_z)\) with \(E=|\mathbf p|\) and \(E+p_z>0\), take

\[
\psi=\frac{1}{\sqrt{E+p_z}}\begin{pmatrix}E+p_z\\ p_x+ip_y\end{pmatrix}.
\]

Direct multiplication gives \(J_\psi=2p\). If \(\varphi\) is built from \(k\) in the same way, then \(2\,p\cdot k=|\psi_0\varphi_1-\psi_1\varphi_0|^2\). Write \(E_p=|\mathbf p|\) and \(E_k=|\mathbf k|\) for the two energies. For a small angle \(\theta\) between the momenta, the direct difference \(E_pE_k-\mathbf p\cdot\mathbf k\) has a relative rounding error of order \(\eta/\theta^2\), with \(\eta\) the machine precision. The spinor form has one of order \(\eta/\theta\) at most, provided that \(E_p+p_z\) and \(E_k+k_z\) do not themselves suffer from cancellation. The Lean file contains neither this construction of spinors from momenta nor the error estimates.

## The definitions and theorems in Lean

Spinor indices have type `Fin 2` and spacetime indices type `Fin 4`, both counted from 0. `sigma`, `metric` and `eps` are given by explicit complex entries, which fix the signature and the sign of \(\varepsilon\). `sigmaLower μ` is the matrix `sigma μ` multiplied by its metric entry, and `fierz_identity` is the index identity for arbitrary `a b c d`. In `fierz_identity_bar`, the entries of the unit matrix `1` play the part of the Kronecker deltas.

A spinor is a function `Fin 2 → ℂ`, so its components commute. `bilinear u v μ` means \(u^T\sigma^\mu v\), without complex conjugation, and `spinorProduct u v` means \(u^T\varepsilon v\). The conjugation enters only in `current`, where `star ψ` is the componentwise conjugate. `minkowski` takes two four-vectors with upper indices and does not conjugate either.

The contracted identity is `fierz_spinors`, and the exchange of `v` and `z` is `fierz_rearrangement`. In `current_product`, `Complex.normSq` is the squared modulus, a real number read as a complex one. The only hypothesis in the file is `hψ : ψ ≠ 0` in `current_product_eq_zero_iff`. Lorentz transformations, the Dirac equation and anticommuting fields do not appear, so the theorems are algebraic statements about fixed matrices and complex numbers.

```lean
import Mathlib

open Matrix

namespace TwoComponentFierz

noncomputable section

/-- The diagonal entries of the Minkowski metric with signature (+,-,-,-). -/
def metric : Fin 4 → ℂ := ![1, -1, -1, -1]

/-- The four matrices `σ^μ = (1, σ1, σ2, σ3)`. -/
def sigma : Fin 4 → Matrix (Fin 2) (Fin 2) ℂ :=
  ![!![1, 0; 0, 1], !![0, 1; 1, 0], !![0, -Complex.I; Complex.I, 0], !![1, 0; 0, -1]]

/-- The matrices `σ_μ`, with the spacetime index lowered by the metric. -/
def sigmaLower (μ : Fin 4) : Matrix (Fin 2) (Fin 2) ℂ := metric μ • sigma μ

/-- The four matrices `σ̄^μ = (1, -σ1, -σ2, -σ3)`. -/
def sigmaBar : Fin 4 → Matrix (Fin 2) (Fin 2) ℂ :=
  ![!![1, 0; 0, 1], !![0, -1; -1, 0], !![0, Complex.I; -Complex.I, 0], !![-1, 0; 0, 1]]

/-- The antisymmetric two-by-two symbol, with upper right entry `1`. -/
def eps : Matrix (Fin 2) (Fin 2) ℂ := !![0, 1; -1, 0]

/-- The Minkowski product of two complex four-vectors, without conjugation. -/
def minkowski (J K : Fin 4 → ℂ) : ℂ := ∑ μ, metric μ * J μ * K μ

/-- The four-vector of bilinears `uᵀ σ^μ v` of two spinors with commuting components. -/
def bilinear (u v : Fin 2 → ℂ) (μ : Fin 4) : ℂ := u ⬝ᵥ (sigma μ *ᵥ v)

/-- The antisymmetric spinor product `uᵀ ε v`. -/
def spinorProduct (u v : Fin 2 → ℂ) : ℂ := u ⬝ᵥ (eps *ᵥ v)

/-- The current `ψ† σ^μ ψ` of a two-component spinor. -/
def current (ψ : Fin 2 → ℂ) : Fin 4 → ℂ := bilinear (star ψ) ψ

/-- The two-component Fierz identity: `∑ (σ^μ)_ab (σ_μ)_cd = 2 ε_ac ε_bd`. -/
theorem fierz_identity (a b c d : Fin 2) :
    ∑ μ, sigma μ a b * sigmaLower μ c d = 2 * eps a c * eps b d := by
  -- both sides are explicit numbers for each choice of the four indices
  fin_cases a <;> fin_cases b <;> fin_cases c <;> fin_cases d <;>
    simp [sigma, sigmaLower, metric, eps, Fin.sum_univ_four] <;> norm_num

/-- The companion identity: contracting `σ^μ` with `σ̄_μ` gives `2 δ_ad δ_cb`. -/
theorem fierz_identity_bar (a b c d : Fin 2) :
    ∑ μ, metric μ * sigma μ a b * sigmaBar μ c d =
      2 * (1 : Matrix (Fin 2) (Fin 2) ℂ) a d * (1 : Matrix (Fin 2) (Fin 2) ℂ) c b := by
  fin_cases a <;> fin_cases b <;> fin_cases c <;> fin_cases d <;>
    simp [sigma, sigmaBar, metric, Fin.sum_univ_four] <;> norm_num

/-- The spinor product in components: `u₀ v₁ - u₁ v₀`. -/
theorem spinorProduct_apply (u v : Fin 2 → ℂ) :
    spinorProduct u v = u 0 * v 1 - u 1 * v 0 := by
  simp [spinorProduct, eps, Matrix.mulVec, dotProduct, Fin.sum_univ_two]
  ring

/-- The Fierz identity contracted with four spinors: the Minkowski product of two
bilinears is twice a product of two spinor products. -/
theorem fierz_spinors (u v w z : Fin 2 → ℂ) :
    minkowski (bilinear u v) (bilinear w z) =
      2 * spinorProduct u w * spinorProduct v z := by
  rw [spinorProduct_apply, spinorProduct_apply]
  simp [minkowski, bilinear, metric, sigma, Matrix.mulVec, dotProduct,
    Fin.sum_univ_four, Fin.sum_univ_two]
  -- only the `σ2` term contains the imaginary unit, and it appears squared
  linear_combination
    (-(u 1 * v 0 - u 0 * v 1) * (w 1 * z 0 - w 0 * z 1)) * Complex.I_sq

/-- Fierz rearrangement for commuting spinors: exchanging the second spinors of the two
bilinears changes the sign of their Minkowski product. -/
theorem fierz_rearrangement (u v w z : Fin 2 → ℂ) :
    minkowski (bilinear u v) (bilinear w z) =
      -minkowski (bilinear u z) (bilinear w v) := by
  rw [fierz_spinors, fierz_spinors, spinorProduct_apply v z, spinorProduct_apply z v]
  ring

/-- The Minkowski product of two spinor currents is twice the squared modulus of the
spinor product. -/
theorem current_product (ψ φ : Fin 2 → ℂ) :
    minkowski (current ψ) (current φ) =
      2 * (Complex.normSq (spinorProduct ψ φ) : ℂ) := by
  have hstar : spinorProduct (star ψ) (star φ) =
      starRingEnd ℂ (spinorProduct ψ φ) := by
    rw [spinorProduct_apply, spinorProduct_apply]
    simp
  rw [current, current, fierz_spinors, hstar, Complex.normSq_eq_conj_mul_self]
  ring

/-- For a nonzero spinor `ψ`, the currents of `ψ` and `φ` are Minkowski-orthogonal exactly
when `φ` is a complex multiple of `ψ`. -/
theorem current_product_eq_zero_iff (ψ φ : Fin 2 → ℂ) (hψ : ψ ≠ 0) :
    minkowski (current ψ) (current φ) = 0 ↔ ∃ c : ℂ, φ = c • ψ := by
  rw [current_product]
  constructor
  · intro h
    have h0 : spinorProduct ψ φ = 0 := by simpa using h
    rw [spinorProduct_apply] at h0
    -- divide by a component of `ψ` that does not vanish
    by_cases h1 : ψ 0 = 0
    · have h2 : ψ 1 ≠ 0 := by
        intro h2
        apply hψ
        funext i
        fin_cases i <;> simp [h1, h2]
      have h3 : φ 0 = 0 := by
        have h4 : ψ 1 * φ 0 = 0 := by linear_combination φ 1 * h1 - h0
        exact (mul_eq_zero.mp h4).resolve_left h2
      refine ⟨φ 1 / ψ 1, ?_⟩
      funext i
      fin_cases i
      · simp [h1, h3]
      · simp [h2]
    · refine ⟨φ 0 / ψ 0, ?_⟩
      funext i
      fin_cases i
      · simp [h1]
      · show φ 1 = φ 0 / ψ 0 * ψ 1
        rw [div_mul_eq_mul_div, eq_div_iff h1]
        linear_combination h0
  · rintro ⟨c, rfl⟩
    have h0 : spinorProduct ψ (c • ψ) = 0 := by
      rw [spinorProduct_apply]
      simp only [Pi.smul_apply, smul_eq_mul]
      ring
    rw [h0]
    simp

end

end TwoComponentFierz
```

```lean
#print axioms TwoComponentFierz.fierz_identity
-- 'TwoComponentFierz.fierz_identity' depends on axioms: [propext, Classical.choice, Quot.sound]
#print axioms TwoComponentFierz.fierz_identity_bar
-- 'TwoComponentFierz.fierz_identity_bar' depends on axioms: [propext, Classical.choice, Quot.sound]
#print axioms TwoComponentFierz.fierz_rearrangement
-- 'TwoComponentFierz.fierz_rearrangement' depends on axioms: [propext, Classical.choice, Quot.sound]
#print axioms TwoComponentFierz.current_product_eq_zero_iff
-- 'TwoComponentFierz.current_product_eq_zero_iff' depends on axioms: [propext, Classical.choice, Quot.sound]
```

## From sixteen cases to the zero condition

Both index identities are proved by inspection of components. `fin_cases` splits each of the four indices into its two values, which leaves sixteen numerical equations. `simp` inserts the matrix entries and writes out the sum over \(\mu\), and `norm_num` finishes the arithmetic. The derivation by hand groups the same sixteen equations into three cases.

`spinorProduct_apply` supplies the component formula \(u_0v_1-u_1v_0\), on which the later proofs rely. `fierz_spinors` does not call `fierz_identity`; it expands both sides into polynomials in the spinor components. The only obstacle is the \(\sigma^2\) term, where

\[
u^T\sigma^2v=i\,(u_1v_0-u_0v_1),
\]

so that the product of two such bilinears contains \(i^2\). The `linear_combination` step multiplies the equation \(i^2=-1\) by the appropriate polynomial, including the minus sign of the metric, and the remaining difference vanishes by algebra.

For `fierz_rearrangement`, both sides are rewritten with `fierz_spinors`, and `ring` confirms the sign that comes from the antisymmetry of the spinor product. In `current_product`, the auxiliary statement `hstar` says that the spinor product of the conjugated spinors is the conjugate of the spinor product. The contracted identity then yields twice a number times its conjugate, which is twice the squared modulus.

The last theorem first replaces the Minkowski product by twice this squared modulus, so a zero product gives \(\psi_0\varphi_1-\psi_1\varphi_0=0\). The proof then splits on whether `ψ 0` vanishes. If it does, `hψ` ensures that `ψ 1` does not, `h3` establishes \(\varphi_0=0\), and the multiple is `φ 1 / ψ 1`. Otherwise the multiple is `φ 0 / ψ 0`, and the second component is checked after clearing the denominator. For the converse, `φ` is replaced by `c • ψ`, and `ring` shows that the spinor product is zero.
